# Operators of Johnson–Lippmann type pair the joint eigenspaces \((E,k)\) and \((E,-k)\) when \(k^2(1-E^2)\neq a^2\)

Let \(H\), \(K\) and \(A\) be linear maps on a complex vector space and \(a\) a complex number, with

\[
HA=AH,\qquad KA=-AK,\qquad a^2A^2=a^2+(H^2-1)K^2 .
\]

If \(k^2(1-E^2)\neq a^2\), then \(A\) restricts to a linear isomorphism from the space of vectors with \(Hv=Ev\), \(Kv=kv\) onto the space of vectors with \(Hv=Ev\), \(Kv=-kv\). For \(k\neq0\) the condition reads \(E^2\neq 1-a^2/k^2\).

The relations are modelled on one electron in the field of a point nucleus. There \(H\) is the Dirac Hamiltonian in units of the rest energy, \(K\) is Dirac's operator with eigenvalues \(k=\pm(j+\tfrac12)\), \(a\) is the nuclear charge times the fine-structure constant, and \(A\) is the Johnson–Lippmann operator. In this model, which leaves out radiative corrections, the pairing accounts for the degeneracy of levels such as \(2s_{1/2}\) and \(2p_{1/2}\), which have the same \(j\) and opposite \(k\).

```lean
import Mathlib

open Module

namespace DiracCoulombPairing
```

## Three relations in place of a Hamiltonian

The Dirac–Coulomb problem enters only through its algebra. The first relation says that \(A\) is conserved, and the second that it reverses the sign of \(K\). The third ties \(a^2A^2\) to \(H\) and \(K\). When \(a\neq0\) it can be divided by \(a^2\) to give the familiar form

\[
A^2=1+\frac{(H^2-1)K^2}{a^2}.
\]

The version without a denominator needs no condition on \(a\). If \(a=0\), it reduces to \((H^2-1)K^2=0\), and every joint eigenspace that meets the condition \(k^2(1-E^2)\neq0\) is then the zero space, so the pairing holds trivially.

The structure `PairingRelations H K A a` collects the three relations as `comm_H`, `anticomm_K` and `square`. Its operators live in an arbitrary complex algebra `R`, which covers both linear maps and matrices. The symbol `•` is multiplication by a scalar. The relation \(HK=KH\) holds in the Coulomb problem, but the argument never uses it, so it is absent.

The relations are assumed here; they are not derived from a Dirac Hamiltonian with a \(1/r\) potential. The operators are also defined on the whole space, whereas the physical \(H\) is unbounded and has a domain that would need separate care.

```lean
/-- The relations of a Johnson-Lippmann type operator `A` with coupling `a`: it commutes with `H`,
anticommutes with `K`, and `a² A² = a² + (H² - 1) K²`. -/
structure PairingRelations {R : Type*} [Ring R] [Algebra ℂ R] (H K A : R) (a : ℂ) : Prop where
  comm_H : H * A = A * H
  anticomm_K : K * A = -(A * K)
  square : a ^ 2 • (A * A) = a ^ 2 • (1 : R) + (H * H - 1) * (K * K)
```

## States with given \(E\) and \(k\)

The joint eigenspace is the intersection

\[
V_{E,k}=\{v: Hv=Ev\}\cap\{v: Kv=kv\}.
\]

In Lean it is `jointSpace H K E k`, a subspace of `V` formed with `⊓` from two of Mathlib's eigenspaces. The type `End ℂ V` is that of linear maps from `V` to itself, and `V` may have any dimension. The numbers \(E\) and \(k\) are complex, and nothing requires \(V_{E,k}\) to contain a nonzero vector.

```lean
section Algebraic

variable {V : Type*} [AddCommGroup V] [Module ℂ V]

/-- The space of vectors with `H v = E v` and `K v = k v`. -/
def jointSpace (H K : End ℂ V) (E k : ℂ) : Submodule ℂ V :=
  End.eigenspace H E ⊓ End.eigenspace K k
```

A vector therefore belongs to \(V_{E,k}\) exactly when it solves both eigenvalue equations, and this is the form in which membership is used from here on.

```lean
/-- A vector lies in the joint eigenspace exactly when it solves both eigenvalue equations. -/
theorem mem_jointSpace {H K : End ℂ V} {E k : ℂ} {v : V} :
    v ∈ jointSpace H K E k ↔ H v = E • v ∧ K v = k • v := by
  rw [jointSpace, Submodule.mem_inf, End.mem_eigenspace_iff, End.mem_eigenspace_iff]
```

## \(A\) keeps the energy and reverses \(k\)

Take \(v\in V_{E,k}\). The two commutation rules give

\[
H(Av)=A(Hv)=E\,Av,\qquad K(Av)=-A(Kv)=-k\,Av ,
\]

so \(Av\in V_{E,-k}\). At this stage \(Av\) could still be zero.

The proof applies each operator identity to the vector `v` with `LinearMap.congr_fun`, which turns an equation between maps into an equation between vectors. The two `rw` lines are then the two chains above.

```lean
variable {H K A : End ℂ V} {a E k : ℂ}

/-- The operator `A` keeps the energy `E` and reverses the sign of `k`. -/
theorem map_mem (h : PairingRelations H K A a) {v : V} (hv : v ∈ jointSpace H K E k) :
    A v ∈ jointSpace H K E (-k) := by
  rw [mem_jointSpace] at hv ⊢
  have h1 := LinearMap.congr_fun h.comm_H v
  have h2 := LinearMap.congr_fun h.anticomm_K v
  simp only [End.mul_apply, LinearMap.neg_apply] at h1 h2
  constructor
  · rw [h1, hv.1, map_smul]
  · rw [h2, hv.2, map_smul, neg_smul]
```

## \(a^2A^2\) acts as a number on each joint eigenspace

On \(v\in V_{E,k}\) we have \(K^2v=k^2v\) and \(H^2v=E^2v\). The third relation becomes

\[
a^2A^2v=a^2v+(E^2-1)k^2v=c\,v,\qquad c=a^2-k^2(1-E^2).
\]

Because \(v\) is an eigenvector of both \(H\) and \(K\), the factors \(H^2-1\) and \(K^2\) would give the same multiple of \(v\) in either order. This is why \(HK=KH\) is not needed.

In the proof, `simp` inserts the eigenvalue equations and pulls the scalars to the front, and `module` checks that the two resulting multiples of `v` agree.

```lean
/-- On the joint eigenspace `(E, k)` the operator `a² A²` is the number `a² - k² (1 - E²)`. -/
theorem square_apply (h : PairingRelations H K A a) {v : V} (hv : v ∈ jointSpace H K E k) :
    a ^ 2 • A (A v) = (a ^ 2 - k ^ 2 * (1 - E ^ 2)) • v := by
  rw [mem_jointSpace] at hv
  have h3 := LinearMap.congr_fun h.square v
  simp only [LinearMap.smul_apply, LinearMap.add_apply, LinearMap.sub_apply, End.mul_apply,
    End.one_apply, hv.1, hv.2, map_smul] at h3
  rw [h3]
  module
```

## The exceptional energy

The number \(c\) vanishes when \(k^2(1-E^2)=a^2\). For \(k\neq0\), dividing by \(k^2\) gives

\[
1-E^2=\frac{a^2}{k^2},\qquad\text{that is}\qquad E^2=1-\frac{a^2}{k^2}.
\]

In the Coulomb problem the positive root \(E\) is the energy of the lowest bound level for a given \(|k|\), such as \(1s_{1/2}\) or \(2p_{3/2}\), which has no partner of opposite \(k\).

Both directions of the Lean proof pass through the middle equation \(a^2/k^2=1-E^2\). The lemma `div_eq_iff` clears the denominator, and `linear_combination` does the remaining algebra.

```lean
/-- For `k ≠ 0`, the condition `k² (1 - E²) = a²` says that `E² = 1 - a² / k²`. -/
theorem exceptional_energy_iff (hk : k ≠ 0) :
    k ^ 2 * (1 - E ^ 2) = a ^ 2 ↔ E ^ 2 = 1 - a ^ 2 / k ^ 2 := by
  have hk2 : k ^ 2 ≠ 0 := pow_ne_zero 2 hk
  constructor
  · intro h
    have hq : a ^ 2 / k ^ 2 = 1 - E ^ 2 := by
      rw [div_eq_iff hk2]
      linear_combination -h
    rw [hq]
    ring
  · intro h
    have hq : a ^ 2 / k ^ 2 = 1 - E ^ 2 := by
      rw [h]
      ring
    rw [div_eq_iff hk2] at hq
    linear_combination -hq
```

## The isomorphism

Suppose \(c\neq0\).

*Injectivity.* If \(v\in V_{E,k}\) and \(Av=0\), then \(c\,v=a^2A(Av)=0\), hence \(v=0\).

*Surjectivity.* Let \(w\in V_{E,-k}\). Then \(Aw\in V_{E,k}\), because \(-(-k)=k\). The number \(c\) depends on \(k\) only through \(k^2\), so \(a^2A^2w=c\,w\) as well. Put

\[
v=\frac{a^2}{c}\,Aw\in V_{E,k}.\qquad\text{Then}\qquad Av=\frac{a^2A^2w}{c}=w .
\]

No step counts dimensions, so the argument also holds for infinite-dimensional eigenspaces.

The theorem `pairing` states that there is a linear equivalence `e` between the two subspaces with `(e v : V) = A v` for every `v`. The second clause ties `e` to the operator \(A\); without it, the statement would say only that some isomorphism exists.

The proof turns on `LinearMap.restrict`. A linear map on `V` is not yet a map between subspaces, since in Lean an element of a subspace is a vector together with a proof of membership. Given a proof that `A` sends every vector of one subspace into another, `A.restrict` produces the map between them, and the two subspaces may differ. That proof is exactly `map_mem`. The restricted map `f` does to vectors what `A` does, and `LinearEquiv.ofBijective` keeps `f` as its forward direction. The clause `(e v : V) = A v` therefore holds by definition, and `rfl` proves it.

The blocks `hinj` and `hsurj` are the two paragraphs above, with `hc` recording that \(c\neq0\). In the second block, `neg_neg` supplies \(-(-k)=k\) and `neg_sq` supplies \((-k)^2=k^2\).

```lean
/-- Under the pairing relations, if `k² (1 - E²) ≠ a²`, then `A` restricts to a linear isomorphism
from the joint eigenspace `(E, k)` onto the joint eigenspace `(E, -k)`. -/
theorem pairing (h : PairingRelations H K A a) (hE : k ^ 2 * (1 - E ^ 2) ≠ a ^ 2) :
    ∃ e : jointSpace H K E k ≃ₗ[ℂ] jointSpace H K E (-k), ∀ v, (e v : V) = A v := by
  have hc : a ^ 2 - k ^ 2 * (1 - E ^ 2) ≠ 0 := sub_ne_zero.mpr hE.symm
  let f : jointSpace H K E k →ₗ[ℂ] jointSpace H K E (-k) :=
    A.restrict (fun _ hv => map_mem h hv)
  have hinj : Function.Injective f := by
    rw [injective_iff_map_eq_zero]
    rintro ⟨v, hv⟩ hfv
    have hAv : A v = 0 := congrArg Subtype.val hfv
    -- `a² A²` multiplies `v` by a nonzero number, so `A v = 0` forces `v = 0`
    have hsq := square_apply h hv
    rw [hAv, map_zero, smul_zero] at hsq
    exact Subtype.ext ((smul_eq_zero.mp hsq.symm).resolve_left hc)
  have hsurj : Function.Surjective f := by
    rintro ⟨w, hw⟩
    have hAw : A w ∈ jointSpace H K E k := by
      have hm := map_mem h hw
      rwa [neg_neg] at hm
    have hsq := square_apply h hw
    rw [neg_sq] at hsq
    -- a multiple of `A w` is the preimage of `w`
    refine ⟨⟨((a ^ 2 - k ^ 2 * (1 - E ^ 2))⁻¹ * a ^ 2) • A w,
      Submodule.smul_mem _ _ hAw⟩, Subtype.ext ?_⟩
    change A (((a ^ 2 - k ^ 2 * (1 - E ^ 2))⁻¹ * a ^ 2) • A w) = w
    rw [map_smul, mul_smul, hsq, smul_smul, inv_mul_cancel₀ hc, one_smul]
  exact ⟨LinearEquiv.ofBijective f ⟨hinj, hsurj⟩, fun _ => rfl⟩
```

Isomorphic spaces have equal dimension, so away from the exceptional energy

\[
\dim V_{E,k}=\dim V_{E,-k}.
\]

Mathlib's `finrank` assigns the value zero to an infinite-dimensional space. In that case the equation below says nothing, while `pairing` still gives the isomorphism.

```lean
/-- Under the pairing relations, if `k² (1 - E²) ≠ a²`, then the joint eigenspaces `(E, k)` and `(E,
-k)` have the same dimension (`finrank`, which is zero for an infinite-dimensional space). -/
theorem equal_degeneracy (h : PairingRelations H K A a) (hE : k ^ 2 * (1 - E ^ 2) ≠ a ^ 2) :
    finrank ℂ (jointSpace H K E k) = finrank ℂ (jointSpace H K E (-k)) := by
  obtain ⟨e, _⟩ := pairing h hE
  exact e.finrank_eq

end Algebraic
```

## What happens at the exceptional energy

Now let \(V\) carry an inner product and let \(A\) be symmetric, \(\langle Ax,y\rangle=\langle x,Ay\rangle\), as befits an observable. Let \(a\neq0\) and \(k^2(1-E^2)=a^2\). For \(v\in V_{E,k}\) the number \(c\) is zero, so \(a^2A^2v=0\) and hence \(A^2v=0\). Then

\[
\|Av\|^2=\langle Av,Av\rangle=\langle v,A^2v\rangle=0 ,
\]

and \(Av=0\). The operator that would produce the partner state annihilates \(v\) instead.

The hypothesis `A.IsSymmetric` is used once, in the line that proves `hin`. Neither \(H\) nor \(K\) has to be symmetric, and the space need not be complete. Symmetry of \(A\) matters: with \(A^2v=0\) alone, \(A\) could still carry \(v\) to a nonzero vector of \(V_{E,-k}\) and annihilate that one.

```lean
section Symmetric

variable {V : Type*} [NormedAddCommGroup V] [InnerProductSpace ℂ V]
variable {H K A : End ℂ V} {a E k : ℂ}

/-- If `A` is symmetric and `a ≠ 0`, then `A` annihilates every joint eigenvector with
`k² (1 - E²) = a²`. -/
theorem annihilated_of_exceptional (h : PairingRelations H K A a) (hA : A.IsSymmetric)
    (ha : a ≠ 0) (hE : k ^ 2 * (1 - E ^ 2) = a ^ 2) {v : V}
    (hv : v ∈ jointSpace H K E k) : A v = 0 := by
  have hsq := square_apply h hv
  rw [hE, sub_self, zero_smul] at hsq
  have hAA : A (A v) = 0 := (smul_eq_zero.mp hsq).resolve_left (pow_ne_zero 2 ha)
  -- by symmetry, the inner product of `A v` with itself is that of `v` with `A (A v)`
  have hin : inner ℂ (A v) (A v) = 0 := by
    rw [hA v (A v), hAA, inner_zero_right]
  exact inner_self_eq_zero.mp hin
```

This yields a converse. Suppose that \(V_{E,k}\) contains a vector \(v\neq0\) and that \(A\) restricts to an isomorphism at the exceptional energy. Then \(Av=0\) by the previous step, and injectivity forces \(v=0\), a contradiction. So for symmetric \(A\), \(a\neq0\) and \(V_{E,k}\neq0\),

\[
A:V_{E,k}\to V_{E,-k}\ \text{is an isomorphism}\iff k^2(1-E^2)\neq a^2 .
\]

The condition `jointSpace H K E k ≠ ⊥` says that the state exists. It is needed because the zero map between two zero spaces is an isomorphism at any energy.

The equivalence concerns the map \(A\), not the dimensions of the two spaces. At the exceptional energy the three relations leave open whether \(V_{E,-k}\) is empty of states; in the Coulomb problem, that is settled by the radial equation and its boundary conditions.

```lean
/-- For symmetric `A`, `a ≠ 0` and a nonzero joint eigenspace `(E, k)`, the operator `A` restricts
to an isomorphism onto `(E, -k)` exactly when `k² (1 - E²) ≠ a²`. -/
theorem pairing_iff (h : PairingRelations H K A a) (hA : A.IsSymmetric) (ha : a ≠ 0)
    (hne : jointSpace H K E k ≠ ⊥) :
    (∃ e : jointSpace H K E k ≃ₗ[ℂ] jointSpace H K E (-k), ∀ v, (e v : V) = A v) ↔
      k ^ 2 * (1 - E ^ 2) ≠ a ^ 2 := by
  refine ⟨?_, pairing h⟩
  rintro ⟨e, he⟩ hE
  obtain ⟨v, hv, hv0⟩ := Submodule.exists_mem_ne_zero_of_ne_bot hne
  have hz : e ⟨v, hv⟩ = 0 :=
    Subtype.ext ((he ⟨v, hv⟩).trans (annihilated_of_exceptional h hA ha hE hv))
  exact hv0 (congrArg Subtype.val (e.map_eq_zero_iff.mp hz))

end Symmetric
```

## A pair and a single state in three dimensions

Take \(a=3\) and let \(e_0,e_1,e_2\) be the standard orthonormal basis, numbered from zero as in Lean. All three vectors have energy \(E=\tfrac45\), and their values of \(k\) are \(4\), \(-4\) and \(5\). Let

\[
Ae_0=\tfrac35e_1,\qquad Ae_1=\tfrac35e_0,\qquad Ae_2=0 .
\]

Here \(1-E^2=\tfrac9{25}\). For \(k=\pm4\),

\[
c=9-16\cdot\tfrac9{25}=\tfrac{81}{25},\qquad a^2A^2e_0=9\cdot\tfrac9{25}\,e_0=\tfrac{81}{25}\,e_0 ,
\]

as the third relation demands, and the same holds for \(e_1\). The preimage formula can be tried on \(w=e_1\):

\[
v=\frac{a^2}{c}\,Ae_1=\frac{25}{9}\cdot\frac35\,e_0=\frac53\,e_0,\qquad Av=\frac53\cdot\frac35\,e_1=e_1 .
\]

For \(k=5\),

\[
c=9-25\cdot\tfrac9{25}=0 ,
\]

so \(E=\tfrac45\) is the exceptional energy. The state \(e_2\) is annihilated, and no state with \(k=-5\) is present.

The numbers were chosen for easy arithmetic and are not a piece of the hydrogen spectrum. They show that the relations can be satisfied by a Hermitian \(A\), with a paired and an unpaired state side by side.

The Lean proof compares matrices entry by entry: `ext` and `fin_cases` reduce each relation to nine equations between numbers, which `simp` and `norm_num` settle. The statement is about matrices, while `pairing` is about linear maps; the usual action of a matrix on column vectors connects the two.

```lean
/-- Explicit matrices with `a = 3`, energy `4/5` and `k = 4, -4, 5` satisfy the pairing relations,
and the matrix in the role of `A` is Hermitian. -/
theorem pairingRelations_witness :
    PairingRelations (R := Matrix (Fin 3) (Fin 3) ℂ)
      !![4/5, 0, 0; 0, 4/5, 0; 0, 0, 4/5]
      !![4, 0, 0; 0, -4, 0; 0, 0, 5]
      !![0, 3/5, 0; 3/5, 0, 0; 0, 0, 0] 3 ∧
    (!![0, 3/5, 0; 3/5, 0, 0; 0, 0, 0] : Matrix (Fin 3) (Fin 3) ℂ).IsHermitian := by
  constructor
  · refine ⟨?_, ?_, ?_⟩ <;> ext i j <;> fin_cases i <;> fin_cases j <;>
      simp [Matrix.mul_apply, Matrix.one_apply, Fin.sum_univ_three] <;> norm_num
  · exact Matrix.IsHermitian.ext fun i j => by fin_cases i <;> fin_cases j <;> simp

end DiracCoulombPairing
```

```lean
#print axioms DiracCoulombPairing.mem_jointSpace
#print axioms DiracCoulombPairing.exceptional_energy_iff
#print axioms DiracCoulombPairing.equal_degeneracy
#print axioms DiracCoulombPairing.pairing_iff
```

```
'DiracCoulombPairing.mem_jointSpace' depends on axioms: [propext, Classical.choice, Quot.sound]
'DiracCoulombPairing.exceptional_energy_iff' depends on axioms: [propext, Classical.choice, Quot.sound]
'DiracCoulombPairing.equal_degeneracy' depends on axioms: [propext, Classical.choice, Quot.sound]
'DiracCoulombPairing.pairing_iff' depends on axioms: [propext, Classical.choice, Quot.sound]
```
